# Strict bounds on a core-polarization potential with a Gaussian cutoff: above a constant, below a rational well

The declaration `potential_between` concerns the model core-polarization potential felt by a single valence electron, in Hartree atomic units: V(r) = −a(1 − exp(−(r/s)²))²/(2r⁴), with dipole polarizability a of the core, cutoff radius s and distance r from the core, all three strictly positive. It states that V(r) lies strictly above the constant −a/(2s⁴) and strictly below the rational well −a/(2(r² + s²)²). The attempt sets x = (r/s)² and takes from `cutoff_bounds` that 1 − exp(−x) lies strictly between x/(1 + x) and x. It rewrites these bounds in terms of r² and s², squares them, and clears the denominators to reach the two inequalities.

An attempt in Lean 4 with a fault in it:

```lean
import Mathlib

open MeasureTheory Filter Topology

namespace PotentialBetween

noncomputable section

/-- The core-polarization potential with polarizability `a` and cutoff radius `s`,
at distance `r` from the core; its domain is `r > 0`, `s > 0`. -/
def potential (a s r : ℝ) : ℝ :=
  -a * (1 - Real.exp (-(r / s) ^ 2)) ^ 2 / (2 * r ^ 4)

/-- For `x > 0` the cutoff factor `1 - exp (-x)` lies strictly between `x / (1 + x)` and `x`;
the lower bound is written without division. -/
theorem cutoff_bounds {x : ℝ} (hx : 0 < x) :
    x < (1 - Real.exp (-x)) * (1 + x) ∧ 1 - Real.exp (-x) < x := by
  have h1 := Real.add_one_lt_exp hx.ne'
  have h2 := Real.add_one_lt_exp (neg_ne_zero.mpr hx.ne')
  have h3 : Real.exp (-x) * Real.exp x = 1 := by
    rw [← Real.exp_add]; simp
  have h4 := mul_lt_mul_of_pos_left h1 (Real.exp_pos (-x))
  constructor
  · nlinarith
  · linarith

/-- For positive polarizability and cutoff radius, the potential at `r > 0` lies strictly between
the constant `-a / (2 s⁴)` and the rational well `-a / (2 (r² + s²)²)`. -/
theorem potential_between {a s r : ℝ} (ha : 0 < a) (hs : 0 < s) (hr : 0 < r) :
    -a / (2 * s ^ 4) < potential a s r ∧
      potential a s r < -a / (2 * (r ^ 2 + s ^ 2) ^ 2) := by
  unfold potential
  obtain ⟨x, hx⟩ : ∃ x, x = (r / s) ^ 2 := ⟨_, rfl⟩
  have hx0 : 0 < x := by rw [hx]; positivity
  have hxs : x * s ^ 2 = r ^ 2 := by
    rw [hx, div_pow, div_mul_cancel₀ _ (pow_ne_zero 2 hs.ne')]
  rw [← hx]
  obtain ⟨h1, h2⟩ := cutoff_bounds hx0
  have hq0 : 0 < 1 - Real.exp (-x) := by
    have := Real.exp_lt_one (show -x < 0 by linarith)
    linarith
  generalize 1 - Real.exp (-x) = q at h1 h2 hq0 ⊢
  have hs2 : 0 < s ^ 2 := by positivity
  -- the cutoff bounds in terms of the two lengths
  have hlow : q * s ^ 2 < r ^ 2 := by
    rw [← hxs]; exact mul_lt_mul_of_pos_right h2 hs2
  have hup : r ^ 2 < q * (r ^ 2 + s ^ 2) := by
    have h := mul_lt_mul_of_pos_right h1 hs2
    rw [← hxs]
    nlinarith [h]
  have hlow2 := pow_lt_pow_left₀ hlow (by positivity) two_ne_zero
  have hup2 := pow_lt_pow_left₀ hup (by positivity) two_ne_zero
  constructor
  · rw [div_lt_div_iff₀ (by positivity) (by positivity)]
    nlinarith [mul_lt_mul_of_pos_left hlow2 ha]
  · rw [div_lt_div_iff₀ (by positivity) (by positivity)]
    nlinarith [mul_lt_mul_of_pos_left hup2 ha]

end

end PotentialBetween
```

Compiling this gives:

```
Main.lean:40:12: error(lean.unknownIdentifier): Unknown constant `Real.exp_lt_one`
```

What went wrong. The single message says that Lean knows no constant called `Real.exp_lt_one`. The proof calls it in the step `hq0`, which shows that the cutoff factor 1 − exp(−x) is positive. The attempt uses the name as a function that turns a proof of `-x < 0` into a proof that exp(−x) < 1. The mathematics of the step is sound, since x is positive; only the name fails to resolve.

The repair uses `Real.exp_lt_one_iff` instead, an equivalence between exp(y) < 1 and y < 0. Because it is an equivalence and not a function, it cannot simply be applied to the proof of `-x < 0`. Its direction from right to left, `.mpr`, accepts that proof and returns exp(−x) < 1, from which `linarith` gets the positivity as before. The argument `show -x < 0 by linarith` is unchanged, and so is the rest of the file.

The repair, with which the file compiles:

```diff
@@ -38,5 +38,5 @@
   obtain ⟨h1, h2⟩ := cutoff_bounds hx0
   have hq0 : 0 < 1 - Real.exp (-x) := by
-    have := Real.exp_lt_one (show -x < 0 by linarith)
+    have := Real.exp_lt_one_iff.mpr (show -x < 0 by linarith)
     linarith
   generalize 1 - Real.exp (-x) = q at h1 h2 hq0 ⊢
```
